# Core-level line weights can differ from ground-state f0 and f1 weights: a two-configuration counter-example

## Can I read the f1 weight off the f1-dominated peak?

A core-level spectrum can put 74% of its intensity into an f1-dominated line although the initial ground state is only 15% f1. My example uses two configurations, f0 and f1, with these Hamiltonians before and after the core hole is created:

\[
H=\begin{pmatrix}5&-12\\-12&144/5\end{pmatrix},\qquad
H'=\begin{pmatrix}16&-12\\-12&9\end{pmatrix}.
\]

The ground state of \(H\) is \((12,5)/13\), so its f1 weight is \(25/169\). The lowest state of \(H'\) is mostly f1, yet in the sudden approximation its line has weight \((56/65)^2\). I take this to show that peak weights are not, in general, configuration weights of the ground state. I would like to see the argument made rigorous and machine-checked, for any choice of sign of the eigenvectors. When would the two numbers agree?

## The lines carry 0.742 and 0.258, the configurations 0.852 and 0.148

Your numbers are right, and neither line weight equals either configuration weight. For the lowest line, agreement with the f1 weight requires the final ground state to be pure f1, or the mixing amplitudes to satisfy one special relation. The Lean file below proves both statements.

### Both Hamiltonians as a gap times a projector

Let \(E\) be the lowest energy, \(\delta>0\) the gap to the upper level, and \(c,s\) real amplitudes on f0 and f1 with \(c^2+s^2=1\). Consider

\[
M=\begin{pmatrix}E+\delta s^2&-\delta sc\\-\delta sc&E+\delta c^2\end{pmatrix}.
\]

This is \(E\) times the identity plus \(\delta\) times the projector onto \((-s,c)\). For a vector \(x=(x_0,x_1)\), expanding the energy form gives

\[
x^{T}Mx=E(x_0^2+x_1^2)+\delta(c\,x_1-s\,x_0)^2 .
\]

The last term is never negative, so the energy of a normalised state is at least \(E\). It equals \(E\) only if \(c\,x_1=s\,x_0\), which for a normalised state means \(x=\pm(c,s)\). These two vectors differ only in sign and describe the same physical state, the ground state.

Your matrices have this form with \(E=0\):

- For \(H\), \(\delta=169/5\) and \((c,s)=(12/13,5/13)\). For instance, \(\delta s^2=\tfrac{169}{5}\cdot\tfrac{25}{169}=5\), \(\delta sc=\tfrac{60}{5}=12\) and \(\delta c^2=\tfrac{144}{5}\).
- For \(H'\), \(\delta'=25\) and \((c',s')=(3/5,4/5)\). The entries are \(25\cdot\tfrac{16}{25}=16\), \(25\cdot\tfrac{12}{25}=12\) and \(25\cdot\tfrac{9}{25}=9\).

The initial weights are thus \(144/169\) for f0 and \(25/169\) for f1, while the final ground state has f1 weight \(16/25\).

### Amplitudes add before they are squared

In the sudden approximation the weight of a line is the squared overlap of its final state with the initial ground state. For the lowest line this is

\[
(c'c+s's)^2=\left(\frac{36}{65}+\frac{20}{65}\right)^2=\left(\frac{56}{65}\right)^2\approx0.742 .
\]

The larger contribution to the amplitude, \(36/65\), comes from the f0 component, even though the final state is mostly f1. The two contributions have the same sign and interfere constructively.

The upper final state has energy 25. The first row of its eigenvalue equation, \(16u_0-12u_1=25u_0\), gives \(u_0=-\tfrac43u_1\), so the normalised state is \(\pm(4,-3)/5\). Its line has weight

\[
\left(\frac{48-15}{65}\right)^2=\left(\frac{33}{65}\right)^2\approx0.258 .
\]

Over the common denominator 4225, the line weights are 3136 and 1089, and the configuration weights are 3600 and 625. No line weight matches a configuration weight, whichever way the peaks are assigned.

To find when the lowest line does give the f1 weight, subtract \(s^2=s^2(c'^2+s'^2)\) from its weight:

\[
(c'c+s's)^2-s^2=c'\left[(c^2-s^2)c'+2sc\,s'\right].
\]

The difference vanishes exactly when \(c'=0\) or the bracket is zero. The first case is a final ground state of pure f1 character, for which the direct reading of the peak is correct. The second is an accidental relation between initial and final mixing.

### The Lean file

```lean
import Mathlib

open Matrix

namespace CoreLevelChargeTransfer

noncomputable section

/-- A normalised real state `v` solving the eigenvalue equation of `H` with energy `e`. -/
def IsEigenstate (H : Matrix (Fin 2) (Fin 2) ℝ) (e : ℝ) (v : Fin 2 → ℝ) : Prop :=
  v ⬝ᵥ v = 1 ∧ H *ᵥ v = e • v

/-- An eigenstate whose energy `e`, multiplied by the squared norm of `x`, is at most the energy
form of `H` at `x`, for every real vector `x`. -/
def IsGroundState (H : Matrix (Fin 2) (Fin 2) ℝ) (e : ℝ) (v : Fin 2 → ℝ) : Prop :=
  IsEigenstate H e v ∧ ∀ x : Fin 2 → ℝ, e * (x ⬝ᵥ x) ≤ x ⬝ᵥ (H *ᵥ x)

/-- Weight of configuration `i` (0 for f0, 1 for f1) in the state `v`. -/
def configWeight (v : Fin 2 → ℝ) (i : Fin 2) : ℝ := v i ^ 2

/-- Sudden-approximation weight of the line leading from the initial state `g` to the
final state `f`: their squared overlap. -/
def lineWeight (f g : Fin 2 → ℝ) : ℝ := (f ⬝ᵥ g) ^ 2

/-- Two-configuration Hamiltonian with real parameters `E`, `δ`, `c` and `s`. When `δ > 0` and `c ^
2 + s ^ 2 = 1`, they are the lowest energy, the gap and the ground-state amplitudes on f0 and f1. -/
def mixingHamiltonian (E δ c s : ℝ) : Matrix (Fin 2) (Fin 2) ℝ :=
  !![E + δ * s ^ 2, -(δ * s * c); -(δ * s * c), E + δ * c ^ 2]

/-- The Hamiltonian before the core hole is created. -/
def initialHamiltonian : Matrix (Fin 2) (Fin 2) ℝ := !![5, -12; -12, 144 / 5]

/-- The Hamiltonian in the presence of the core hole. -/
def finalHamiltonian : Matrix (Fin 2) (Fin 2) ℝ := !![16, -12; -12, 9]

/-- The energy form is `E` times the squared norm of `x` plus `δ` times the squared inner product of
`x` with `(-s, c)`. -/
theorem energy_form (E δ c s : ℝ) (x : Fin 2 → ℝ) :
    x ⬝ᵥ (mixingHamiltonian E δ c s *ᵥ x)
      = E * (x ⬝ᵥ x) + δ * (c * x 1 - s * x 0) ^ 2 := by
  simp [mixingHamiltonian, Matrix.mulVec, dotProduct, Fin.sum_univ_two]
  ring

/-- For a positive gap and normalised amplitudes, the ground states are exactly the states
`(c, s)` up to sign, with energy `E`. -/
theorem isGroundState_iff {E δ c s e : ℝ} {v : Fin 2 → ℝ}
    (hδ : 0 < δ) (h : c ^ 2 + s ^ 2 = 1) :
    IsGroundState (mixingHamiltonian E δ c s) e v ↔
      e = E ∧ ∃ a : ℝ, a ^ 2 = 1 ∧ v 0 = a * c ∧ v 1 = a * s := by
  constructor
  · rintro ⟨⟨hn, hv⟩, hmin⟩
    -- the trial state (c, s) shows that e is at most E
    have h1 := hmin ![c, s]
    have hcs : (![c, s] : Fin 2 → ℝ) ⬝ᵥ ![c, s] = 1 := by
      simp [dotProduct, Fin.sum_univ_two]
      linear_combination h
    have h0 : c * (![c, s] : Fin 2 → ℝ) 1 - s * (![c, s] : Fin 2 → ℝ) 0 = 0 := by
      show c * s - s * c = 0
      ring
    rw [energy_form, hcs, h0] at h1
    have h2 : v ⬝ᵥ (mixingHamiltonian E δ c s *ᵥ v) = e := by
      rw [hv, dotProduct_smul, hn]
      simp
    rw [energy_form, hn] at h2
    -- hence v has no component along the excited direction
    have hz : (c * v 1 - s * v 0) ^ 2 = 0 := by
      by_contra hne
      have hp : 0 < (c * v 1 - s * v 0) ^ 2 :=
        lt_of_le_of_ne (sq_nonneg _) (Ne.symm hne)
      have hq := mul_pos hδ hp
      linarith
    have hd : c * v 1 - s * v 0 = 0 := (pow_eq_zero_iff two_ne_zero).mp hz
    have hn' : v 0 * v 0 + v 1 * v 1 = 1 := by
      simpa only [dotProduct, Fin.sum_univ_two] using hn
    refine ⟨by rw [hz] at h2; linarith, c * v 0 + s * v 1, ?_, ?_, ?_⟩
    · linear_combination (v 0 ^ 2 + v 1 ^ 2) * h + hn' - hz
    · linear_combination (-v 0) * h - s * hd
    · linear_combination (-v 1) * h + c * hd
  · rintro ⟨he, a, ha, h0, h1⟩
    subst he
    refine ⟨⟨?_, ?_⟩, fun x => ?_⟩
    · simp only [dotProduct, Fin.sum_univ_two, h0, h1]
      linear_combination a ^ 2 * h + ha
    · ext i
      fin_cases i <;>
        simp [mixingHamiltonian, Matrix.mulVec, dotProduct, Fin.sum_univ_two, h0, h1] <;>
        ring
    · rw [energy_form]
      have hq := mul_nonneg hδ.le (sq_nonneg (c * x 1 - s * x 0))
      linarith

/-- The line between the two ground states has weight `(c' c + s' s)²`. -/
theorem lineWeight_groundStates {E δ c s e E' δ' c' s' e' : ℝ} {g f : Fin 2 → ℝ}
    (hδ : 0 < δ) (h : c ^ 2 + s ^ 2 = 1) (hδ' : 0 < δ') (h' : c' ^ 2 + s' ^ 2 = 1)
    (hg : IsGroundState (mixingHamiltonian E δ c s) e g)
    (hf : IsGroundState (mixingHamiltonian E' δ' c' s') e' f) :
    lineWeight f g = (c' * c + s' * s) ^ 2 := by
  obtain ⟨-, a, ha, g0, g1⟩ := (isGroundState_iff hδ h).mp hg
  obtain ⟨-, b, hb, f0, f1⟩ := (isGroundState_iff hδ' h').mp hf
  simp only [lineWeight, dotProduct, Fin.sum_univ_two, g0, g1, f0, f1]
  linear_combination (c' * c + s' * s) ^ 2 * (b ^ 2 * ha + hb)

/-- The weight of the lowest line equals the initial f1 weight exactly when the final ground
state has no f0 amplitude or the mixing amplitudes satisfy one special relation. -/
theorem lineWeight_eq_f1_weight_iff {E δ c s e E' δ' c' s' e' : ℝ} {g f : Fin 2 → ℝ}
    (hδ : 0 < δ) (h : c ^ 2 + s ^ 2 = 1) (hδ' : 0 < δ') (h' : c' ^ 2 + s' ^ 2 = 1)
    (hg : IsGroundState (mixingHamiltonian E δ c s) e g)
    (hf : IsGroundState (mixingHamiltonian E' δ' c' s') e' f) :
    lineWeight f g = configWeight g 1 ↔
      c' = 0 ∨ (c ^ 2 - s ^ 2) * c' + 2 * s * c * s' = 0 := by
  obtain ⟨-, a, ha, -, g1⟩ := (isGroundState_iff hδ h).mp hg
  have hw : configWeight g 1 = s ^ 2 := by
    simp only [configWeight, g1]
    linear_combination s ^ 2 * ha
  rw [lineWeight_groundStates hδ h hδ' h' hg hf, hw, ← mul_eq_zero]
  constructor <;> intro k
  · linear_combination k - s ^ 2 * h'
  · linear_combination k + s ^ 2 * h'

/-- The initial and final matrices written through their gaps and mixing amplitudes. -/
theorem hamiltonians_eq :
    initialHamiltonian = mixingHamiltonian 0 (169 / 5) (12 / 13) (5 / 13) ∧
      finalHamiltonian = mixingHamiltonian 0 25 (3 / 5) (4 / 5) := by
  constructor <;> ext i j <;> fin_cases i <;> fin_cases j <;>
    norm_num [initialHamiltonian, finalHamiltonian, mixingHamiltonian]

/-- Configuration weights of the initial ground state `g`, f1 weight of the final ground
state `f`, and weights of the lines to `f` and to the final eigenstate `u` at energy 25. -/
theorem spectrum_weights {e e' : ℝ} {g f u : Fin 2 → ℝ}
    (hg : IsGroundState initialHamiltonian e g)
    (hf : IsGroundState finalHamiltonian e' f)
    (hu : IsEigenstate finalHamiltonian 25 u) :
    configWeight g 0 = 144 / 169 ∧ configWeight g 1 = 25 / 169 ∧
      configWeight f 1 = 16 / 25 ∧
      lineWeight f g = (56 / 65) ^ 2 ∧ lineWeight u g = (33 / 65) ^ 2 := by
  -- the upper final state is proportional to (4, -3)
  have hrow := congrFun hu.2 0
  simp [finalHamiltonian, Matrix.mulVec, dotProduct, Fin.sum_univ_two] at hrow
  have u0 : u 0 = -(4 / 3) * u 1 := by linarith
  have hn := hu.1
  simp only [dotProduct, Fin.sum_univ_two, u0] at hn
  have u1 : u 1 ^ 2 = 9 / 25 := by linear_combination (9 / 25) * hn
  rw [hamiltonians_eq.1] at hg
  rw [hamiltonians_eq.2] at hf
  obtain ⟨-, a, ha, g0, g1⟩ := (isGroundState_iff (by norm_num) (by norm_num)).mp hg
  obtain ⟨-, b, hb, -, f1⟩ := (isGroundState_iff (by norm_num) (by norm_num)).mp hf
  refine ⟨?_, ?_, ?_, ?_, ?_⟩
  · simp only [configWeight, g0]
    linear_combination (144 / 169) * ha
  · simp only [configWeight, g1]
    linear_combination (25 / 169) * ha
  · simp only [configWeight, f1]
    linear_combination (16 / 25) * hb
  · rw [lineWeight_groundStates (by norm_num) (by norm_num) (by norm_num) (by norm_num) hg hf]
    norm_num
  · simp only [lineWeight, dotProduct, Fin.sum_univ_two, u0, g0, g1]
    linear_combination (121 / 169) * (u 1 ^ 2 * ha + u1)

/-- Neither of the two line weights equals any configuration weight of the initial
ground state. -/
theorem line_weights_ne_configuration_weights {e e' : ℝ} {g f u : Fin 2 → ℝ}
    (hg : IsGroundState initialHamiltonian e g)
    (hf : IsGroundState finalHamiltonian e' f)
    (hu : IsEigenstate finalHamiltonian 25 u) :
    ∀ i, lineWeight f g ≠ configWeight g i ∧ lineWeight u g ≠ configWeight g i := by
  obtain ⟨h0, h1, -, hL, hS⟩ := spectrum_weights hg hf hu
  rw [Fin.forall_fin_two, hL, hS, h0, h1]
  norm_num

/-- Explicit ground states of both Hamiltonians and an explicit final eigenstate at
energy 25. -/
theorem eigenstates_witness :
    IsGroundState initialHamiltonian 0 ![12 / 13, 5 / 13] ∧
      IsGroundState finalHamiltonian 0 ![3 / 5, 4 / 5] ∧
      IsEigenstate finalHamiltonian 25 ![4 / 5, -3 / 5] := by
  refine ⟨?_, ?_, ?_, ?_⟩
  · rw [hamiltonians_eq.1]
    exact (isGroundState_iff (by norm_num) (by norm_num)).mpr
      ⟨rfl, 1, by norm_num, by simp, by simp⟩
  · rw [hamiltonians_eq.2]
    exact (isGroundState_iff (by norm_num) (by norm_num)).mpr
      ⟨rfl, 1, by norm_num, by simp, by simp⟩
  · norm_num [dotProduct, Fin.sum_univ_two]
  · ext i
    fin_cases i <;>
      norm_num [finalHamiltonian, Matrix.mulVec, dotProduct, Fin.sum_univ_two]

end

end CoreLevelChargeTransfer
```

```lean
#print axioms CoreLevelChargeTransfer.lineWeight_groundStates
#print axioms CoreLevelChargeTransfer.lineWeight_eq_f1_weight_iff
#print axioms CoreLevelChargeTransfer.line_weights_ne_configuration_weights
```

```
'CoreLevelChargeTransfer.lineWeight_groundStates' depends on axioms: [propext, Classical.choice, Quot.sound]
'CoreLevelChargeTransfer.lineWeight_eq_f1_weight_iff' depends on axioms: [propext, Classical.choice, Quot.sound]
'CoreLevelChargeTransfer.line_weights_ne_configuration_weights' depends on axioms: [propext, Classical.choice, Quot.sound]
```

### What the definitions and theorems say

A state is a function `Fin 2 → ℝ`, with index 0 for f0 and index 1 for f1. `IsEigenstate H e v` says that `v` is normalised and satisfies \(Hv=ev\). `IsGroundState` adds the variational bound \(e\,(x\cdot x)\le x\cdot Hx\) for every real vector \(x\), normalised or not. Calling a state a ground state is thus a statement about its energy relative to all trial states, and no sign convention enters.

`configWeight v i` is \(v_i^2\), and `lineWeight f g` is \((f\cdot g)^2\), with the final state as first argument. The sudden approximation enters through this last definition and is not derived from a time-dependent problem. Physically, it stands for a photoelectron that leaves without interacting further with the f electrons, and for a core-emission matrix element that is the same in both configurations.

The theorem `spectrum_weights` takes any ground state `g` of the initial matrix, any ground state `f` of the final matrix and any final eigenstate `u` at energy 25. It returns the two configuration weights of `g`, the f1 weight of `f` and the two line weights. `line_weights_ne_configuration_weights` then says that, for each configuration `i`, both line weights differ from `configWeight g i`. `eigenstates_witness` supplies explicit states of all three kinds, so these theorems are about states that exist.

The general results are `isGroundState_iff`, which characterises the ground states of the family \(M\), and `lineWeight_eq_f1_weight_iff`, which gives the exact condition for the lowest line to reproduce the initial f1 weight.

The model has two discrete levels, real amplitudes and dimensionless energies. It contains no conduction band, no f2 configuration, no multiplets and no line broadening. The matrix entries are chosen to give rational eigenvectors and do not describe a particular compound. They do show the expected effect of a core hole: f1 lies above f0 by \(23.8\) before the hole is created and below it by \(7\) afterwards, while the hybridisation stays at \(-12\). Within this two-configuration model, turning a measured intensity into an f occupation requires the final-state mixing as well as the intensity.

### How the proof follows the algebra

`energy_form` is the expansion of \(x^{T}Mx\) given above. After the matrix products are unfolded, `ring` closes it.

`isGroundState_iff` carries the main argument. In the forward direction, the trial state \((c,s)\) in the variational bound gives \(e\le E\). Evaluating the energy form on the eigenstate \(v\) itself gives \(e=E+\delta(c\,v_1-s\,v_0)^2\). Since \(\delta>0\), the square must vanish, and \(e=E\) follows. The proof then sets \(a=c\,v_0+s\,v_1\), the component of \(v\) along \((c,s)\). The identity

\[
(c\,v_0+s\,v_1)^2+(c\,v_1-s\,v_0)^2=(c^2+s^2)(v_0^2+v_1^2)
\]

yields \(a^2=1\), and two further linear combinations yield \(v_0=ac\) and \(v_1=as\). The sign ambiguity is carried by \(a\). In the reverse direction, the eigenvalue equation is checked component by component, and the variational bound follows because the gap term is non-negative.

`lineWeight_groundStates` applies this characterisation to the initial and final states, with signs \(a\) and \(b\). The overlap is \(ab(c'c+s's)\), and squaring removes the signs. `lineWeight_eq_f1_weight_iff` uses the factorisation shown earlier: `mul_eq_zero` turns the "or" into a vanishing product, and `linear_combination` supplies the algebra in each direction.

`hamiltonians_eq` identifies your matrices as members of the family, entry by entry. In `spectrum_weights`, the ground-state quantities then follow from the general theorems. The upper line is treated directly: the first row of the eigenvalue equation gives \(u_0=-\tfrac43u_1\), normalisation gives \(u_1^2=9/25\), and the overlap with `g` follows. The inequalities in `line_weights_ne_configuration_weights` are comparisons of fractions, which `norm_num` decides.

### A zero gap leaves the line weight undetermined

The condition \(\delta'>0\) makes the final ground state unique up to sign. Without it, the formula \((c'c+s's)^2\) can fail. Take an initial Hamiltonian with \(E=0\), \(\delta=1\), \((c,s)=(1,0)\), whose ground state is \(g=(1,0)\) up to sign. For the final Hamiltonian take \(E'=0\), \(\delta'=0\), \((c',s')=(1,0)\), which is the zero matrix. Every normalised vector is now a final ground state, including \(f=(0,1)\). Its overlap with \(g\) is zero, whereas the formula predicts weight 1. With a degenerate final level, only the total weight summed over the level is independent of the choice of basis.
